# Along a nonzero residual in a linear-response model, a mixing step lowers the energy exactly when it is positive and less than twice the optimal step

The theorem `line_search` concerns linear mixing in a model of self-consistency where the density responds linearly to the potential, ρ(V) = r + XV, with X symmetric and negative definite and the interaction K symmetric and positive semidefinite on a real inner product space. For a potential V with nonzero residual R = Kρ(V) − V, which need not be normalised, it considers the model's energy at V + aR for real a. It states that the step a* = −⟨R, XR⟩ / ⟨R, (XKX − X)R⟩ lies in (0, 1] and is the unique minimiser along this line, and that a step a gives an energy below that at V exactly when 0 < a < 2a*. The proof writes the energy change as a parabola in a with zeros at 0 and 2a*, and reads the claims about the minimiser and the lowering of the energy from that form.

In Lean, a first try:

```lean
import Mathlib

open scoped InnerProductSpace

noncomputable section

namespace LineSearch

/-- A linear-response model of self-consistency: a reference density `r`, a symmetric negative
definite response `X` and a symmetric positive semidefinite interaction `K`. -/
structure ResponseModel (H : Type*) [NormedAddCommGroup H] [InnerProductSpace ℝ H] where
  r : H
  X : H →ₗ[ℝ] H
  K : H →ₗ[ℝ] H
  X_symm : ∀ u v, ⟪X u, v⟫_ℝ = ⟪u, X v⟫_ℝ
  X_neg : ∀ v, v ≠ 0 → ⟪v, X v⟫_ℝ < 0
  K_symm : ∀ u v, ⟪K u, v⟫_ℝ = ⟪u, K v⟫_ℝ
  K_nonneg : ∀ v, 0 ≤ ⟪v, K v⟫_ℝ

variable {H : Type*} [NormedAddCommGroup H] [InnerProductSpace ℝ H]

/-- The density `ρ(V) = r + X V` produced by the potential `V`. -/
def ResponseModel.density (M : ResponseModel H) (V : H) : H := M.r + M.X V

/-- The residual `R = K ρ(V) - V`: output potential minus input potential. -/
def ResponseModel.residual (M : ResponseModel H) (V : H) : H := M.K (M.density V) - V

/-- The energy `E(V) = -⟨V, X V⟩/2 + ⟨ρ(V), K ρ(V)⟩/2`. -/
def ResponseModel.energy (M : ResponseModel H) (V : H) : ℝ :=
  -⟪V, M.X V⟫_ℝ / 2 + ⟪M.density V, M.K (M.density V)⟫_ℝ / 2

/-- The quadratic form `⟨W, (X K X - X) W⟩`. -/
def ResponseModel.curvature (M : ResponseModel H) (W : H) : ℝ :=
  ⟪W, M.X (M.K (M.X W)) - M.X W⟫_ℝ

/-- The step `a* = -⟨R, X R⟩ / ⟨R, (X K X - X) R⟩` along the residual `R` at `V`,
meant for `R ≠ 0`. -/
def ResponseModel.optStep (M : ResponseModel H) (V : H) : ℝ :=
  -⟪M.residual V, M.X (M.residual V)⟫_ℝ / M.curvature (M.residual V)

/-- Exact expansion of the energy for an arbitrary change `W` of the potential. -/
theorem energy_add (M : ResponseModel H) (V W : H) :
    M.energy (V + W) = M.energy V + ⟪M.residual V, M.X W⟫_ℝ + M.curvature W / 2 := by
  have hρ : M.density (V + W) = M.density V + M.X W := by
    simp only [ResponseModel.density, map_add, add_assoc]
  -- the symmetry of X and K identifies the cross terms
  have h1 : ⟪W, M.X V⟫_ℝ = ⟪V, M.X W⟫_ℝ :=
    (M.X_symm W V).symm.trans (real_inner_comm _ _)
  have h2 := M.K_symm (M.density V) (M.X W)
  have h3 : ⟪M.X W, M.K (M.density V)⟫_ℝ = ⟪M.K (M.density V), M.X W⟫_ℝ :=
    real_inner_comm _ _
  have h4 := M.X_symm W (M.K (M.X W))
  simp only [ResponseModel.energy, ResponseModel.residual, ResponseModel.curvature, hρ,
    map_add, inner_add_left, inner_add_right, inner_sub_left, inner_sub_right]
  linarith

/-- Along the residual `R` the energy is the parabola
`E + a ⟨R, X R⟩ + a² ⟨R, (X K X - X) R⟩ / 2` in the mixing parameter `a`. -/
theorem energy_line (M : ResponseModel H) (V : H) (a : ℝ) :
    M.energy (V + a • M.residual V) = M.energy V
      + a * ⟪M.residual V, M.X (M.residual V)⟫_ℝ
      + a ^ 2 * M.curvature (M.residual V) / 2 := by
  rw [energy_add]
  simp only [ResponseModel.curvature, map_smul, inner_sub_right, real_inner_smul_left,
    real_inner_smul_right]
  ring

/-- The curvature is the sum of an interaction part `⟨X W, K X W⟩` and a response part
`-⟨W, X W⟩`. -/
theorem curvature_eq (M : ResponseModel H) (W : H) :
    M.curvature W = ⟪M.X W, M.K (M.X W)⟫_ℝ + -⟪W, M.X W⟫_ℝ := by
  rw [ResponseModel.curvature, inner_sub_right, M.X_symm, sub_eq_add_neg]

/-- The energy has positive curvature along every nonzero change of the potential. -/
theorem curvature_pos (M : ResponseModel H) {W : H} (hW : W ≠ 0) : 0 < M.curvature W := by
  rw [curvature_eq]
  linarith [M.X_neg W hW, M.K_nonneg (M.X W)]

/-- Line search for linear mixing: if the residual `R` is nonzero, then `a*` lies in `(0, 1]`,
it is the unique minimiser of the energy along `R`, and a step `a` lowers the energy exactly
when `0 < a < 2 a*`. -/
theorem line_search (M : ResponseModel H) (V : H) (hR : M.residual V ≠ 0) :
    (0 < M.optStep V ∧ M.optStep V ≤ 1) ∧
    (∀ a : ℝ, a ≠ M.optStep V →
      M.energy (V + M.optStep V • M.residual V) < M.energy (V + a • M.residual V)) ∧
    (∀ a : ℝ, M.energy (V + a • M.residual V) < M.energy V ↔
      0 < a ∧ a < 2 * M.optStep V) := by
  have hc := curvature_pos M hR
  have hg := M.X_neg _ hR
  have hs : 0 < M.optStep V := div_pos (by linarith) hc
  have hs1 : M.optStep V ≤ 1 := by
    rw [ResponseModel.optStep, div_le_one hc, curvature_eq]
    linarith [M.K_nonneg (M.X (M.residual V))]
  have hcs : M.optStep V * M.curvature (M.residual V)
      = -⟪M.residual V, M.X (M.residual V)⟫_ℝ := by
    have hc' := hc.ne'
    unfold ResponseModel.optStep
    field_simp
  -- the parabola written through its two zeros, 0 and 2 a*
  have key : ∀ a : ℝ, M.energy (V + a • M.residual V) = M.energy V
      + M.curvature (M.residual V) / 2 * (a * (a - 2 * M.optStep V)) := by
    intro a
    rw [energy_line]
    linear_combination (-a) * hcs
  refine ⟨⟨hs, hs1⟩, fun a ha => ?_, fun a => ⟨fun h => ?_, fun h => ?_⟩⟩
  · rw [key, key a]
    have hsq : 0 < (a - M.optStep V) ^ 2 := by
      have := sub_ne_zero.mpr ha
      positivity
    nlinarith [mul_pos hc hsq]
  · rw [key] at h
    have hneg : a * (a - 2 * M.optStep V) < 0 := by
      by_contra hn
      have := mul_nonneg (half_pos hc).le (not_lt.mp hn)
      linarith
    rcases mul_neg_iff.mp hneg with ⟨h1, h2⟩ | ⟨h1, h2⟩
    · exact ⟨h1, by linarith⟩
    · linarith
  · rw [key]
    have hneg := mul_neg_of_pos_of_neg h.1 (sub_neg.mpr h.2)
    linarith [mul_neg_of_pos_of_neg (half_pos hc) hneg]

end LineSearch
```

Messages:

```
Main.lean:104:4: error: ring failed, ring expressions not equal
H : Type u_1
inst✝¹ : NormedAddCommGroup H
inst✝ : InnerProductSpace ℝ H
M : ResponseModel H
V : H
hR : M.residual V ≠ 0
hc : 0 < M.curvature (M.residual V)
hg : ⟪M.residual V, M.X (M.residual V)⟫_ℝ < 0
hs : 0 < M.optStep V
hs1 : M.optStep V ≤ 1
hcs : M.optStep V * M.curvature (M.residual V) = -⟪M.residual V, M.X (M.residual V)⟫_ℝ
a : ℝ
⊢ a * ⟪M.residual V, M.X (M.residual V)⟫_ℝ * 2 + a * M.curvature (M.residual V) * M.optStep V * 2 = 0
```

What went wrong. The error is a wrong sign in the proof of `key`, the factored form of the parabola. Write g for ⟨R, XR⟩, c for the curvature ⟨R, (XKX − X)R⟩ and s for a*. After `rw [energy_line]`, the left side of the goal minus the right side is a(g + cs). The hypothesis `hcs` says sc = −g, so its own left side minus its right side is sc + g.

`linear_combination` subtracts the given multiple of this second difference from the first and asks `ring` to show that the result is zero. With the coefficient `(-a)` the two terms add instead of cancelling, and 2a(g + cs) is left, which is the expression in the message. It is in fact zero, by `hcs`, but `ring` proves only identities that follow from algebra alone and does not use hypotheses. With the coefficient `a` the difference cancels identically, and `key` is proved.

The change, after which it compiles:

```diff
@@ -102,5 +102,5 @@
     intro a
     rw [energy_line]
-    linear_combination (-a) * hcs
+    linear_combination a * hcs
   refine ⟨⟨hs, hs1⟩, fun a ha => ?_, fun a => ⟨fun h => ?_, fun h => ?_⟩⟩
   · rw [key, key a]
```
